# Perturbation energies of two non-interacting fragments add at every order when their combined level is simple

Take a two-level system with unit gap and off-diagonal coupling $x$. With the state written as $(1,t)$, the eigenvalue equation reads

$$
\begin{pmatrix}0&x\\x&1\end{pmatrix}\begin{pmatrix}1\\t\end{pmatrix}=E\begin{pmatrix}1\\t\end{pmatrix},
\qquad E=xt,\qquad x+t=xt^2 .
$$

Solving order by order gives $t=-x+x^3-\dots$ and $E=-x^2+x^4-\dots$. For two copies that do not interact, try the product state $(1,t,t,t^2)$ in the basis $00,01,10,11$. The first row gives $xt+xt=2xt$. The second gives $x+t+xt^2=2xt^2$, which is $2xt$ times the component $t$; the third is the same by symmetry. The last gives $2xt+2t^2=2t(x+t)=2xt\cdot t^2$. The pair therefore has the energy series $2E$, with second-order coefficient $-2$.

## Additivity from a product state and an overlap

Let the fragments have real symmetric Hamiltonians $A_0+xA_1$ and $B_0+xB_1$, with eigenpairs $(E_A,\psi)$ and $(E_B,\varphi)$. Energies and state components are formal power series in $x$, and each state has a nonzero zeroth-order part. Write $f^{(k)}$ for the coefficient of $x^k$ in $f$. The pair has the Hamiltonian

$$H=(A_0+xA_1)\otimes 1+1\otimes(B_0+xB_1).$$

Let $(E,\Psi)$ be any eigenpair of $H$ with $E^{(0)}=E_A^{(0)}+E_B^{(0)}$, and suppose that this number is a simple eigenvalue of $A_0\otimes1+1\otimes B_0$. The claim is $E^{(k)}=E_A^{(k)}+E_B^{(k)}$ for every $k$.

First, let $\Phi_{ij}=\psi_i\varphi_j$. Each term of $H$ acts on its own factor:

$$(H\Phi)_{ij}=(E_A\psi_i)\varphi_j+\psi_i(E_B\varphi_j)=(E_A+E_B)\Phi_{ij}.$$

Some $\psi_i^{(0)}$ and some $\varphi_j^{(0)}$ are nonzero, so $\Phi^{(0)}\neq0$. Thus $\Phi$ is an eigenstate with energy $F=E_A+E_B$.

Second, $H$ is symmetric, so

$$E\,(\Psi\cdot\Phi)=(H\Psi)\cdot\Phi=\Psi\cdot(H\Phi)=F\,(\Psi\cdot\Phi).$$

At order zero, $\Psi^{(0)}$ and $\Phi^{(0)}$ are nonzero vectors in the same one-dimensional eigenspace. Hence $\Phi^{(0)}=c\,\Psi^{(0)}$ with $c\neq0$, and the overlap has constant term $c\,|\Psi^{(0)}|^2\neq0$. If $E-F$ had a first nonzero coefficient, its product with this constant term would be a nonzero coefficient of $(E-F)(\Psi\cdot\Phi)=0$. So $E=F$, and comparing coefficients gives the claim.

Simplicity of each fragment level is not enough: the combined level can still be degenerate, and additivity can then fail. Take $A=\mathrm{diag}(0,1+x)$ and $B=\mathrm{diag}(0,1)$, with $A$ excited and $B$ in its ground state. Both fragment levels are simple and the fragment sum is $1+x$, but the pair also has the constant series $1$, which starts at the same energy. That series belongs to $A$ in its ground state and $B$ excited: it is still a sum of fragment energies, but not of the chosen ones.

## Hamiltonians and eigenpairs over power series

The finite types `m` and `n` label the basis states of the fragments.

In Lean 4 with Mathlib:

```lean
import Mathlib

open Matrix PowerSeries
open scoped Kronecker

namespace SizeConsistency

noncomputable section

variable {m n : Type*} [Fintype m] [Fintype n]
```

The coupling is the formal variable `X`, and `C` embeds real numbers as constant series. Nothing is said about convergence at a numerical coupling.

```lean
/-- The Hamiltonian `H0 + x H1`, with the coupling `x` kept as a formal variable. -/
def hamiltonian (H0 H1 : Matrix m m ℝ) : Matrix m m ℝ⟦X⟧ :=
  Matrix.of fun i j => C (H0 i j) + X * C (H1 i j)
```

The absence of interaction is built into the Kronecker sum. The pair lives in the full product space, so the fragments are distinguishable and no antisymmetry is imposed between them.

```lean
/-- The Kronecker sum `A ⊗ 1 + 1 ⊗ B`: two fragments without mutual interaction. -/
def kronSum [DecidableEq m] [DecidableEq n] {R : Type*} [CommRing R]
    (A : Matrix m m R) (B : Matrix n n R) :
    Matrix (m × n) (m × n) R :=
  A ⊗ₖ (1 : Matrix n n R) + (1 : Matrix m m R) ⊗ₖ B

/-- The product of two fragment states. -/
def productState {R : Type*} [CommRing R] (ψ : m → R) (φ : n → R) : m × n → R :=
  fun p => ψ p.1 * φ p.2
```

An eigenpair solves the eigenvalue equation as an identity of series. No normalisation is fixed. The condition `nonzero` says that the expansion starts from an actual unperturbed state.

```lean
/-- A formal eigenpair of `H0 + x H1`: an energy series and a state series that solve the
eigenvalue equation, the state having a nonzero zeroth-order part. -/
structure IsFormalEigenpair (H0 H1 : Matrix m m ℝ) (E : ℝ⟦X⟧) (ψ : m → ℝ⟦X⟧) : Prop where
  eigen : hamiltonian H0 H1 *ᵥ ψ = E • ψ
  nonzero : (fun i => constantCoeff (ψ i)) ≠ 0

/-- The level `e` of `H` is simple: its eigenspace is one-dimensional. -/
def IsSimpleLevel (H : Matrix m m ℝ) (e : ℝ) : Prop :=
  Module.finrank ℝ (Module.End.eigenspace (Matrix.mulVecLin H) e) = 1
```

Extracting the coefficient of order $k+1$ recovers the Rayleigh–Schrödinger equations, so the definition describes the usual perturbation series. The later proofs work with whole series and do not use this lemma.

```lean
/-- A formal eigenpair obeys the Rayleigh–Schrödinger equation of each order `k + 1`:
`H0 ψₖ₊₁ + H1 ψₖ` is the sum of `Eₐ ψ_b` over `a + b = k + 1`. -/
theorem rayleigh_schroedinger {H0 H1 : Matrix m m ℝ} {E : ℝ⟦X⟧} {ψ : m → ℝ⟦X⟧}
    (h : IsFormalEigenpair H0 H1 E ψ) (k : ℕ) (i : m) :
    (H0 *ᵥ fun j => coeff (k + 1) (ψ j)) i + (H1 *ᵥ fun j => coeff k (ψ j)) i
      = ∑ p ∈ Finset.HasAntidiagonal.antidiagonal (k + 1),
          coeff p.1 E * coeff p.2 (ψ i) := by
  have h1 := congrArg (coeff (k + 1)) (congrFun h.eigen i)
  rw [Pi.smul_apply, smul_eq_mul, coeff_mul] at h1
  rw [← h1]
  simp only [hamiltonian, Matrix.mulVec, dotProduct, Matrix.of_apply, map_sum, add_mul,
    mul_assoc, map_add, coeff_succ_X_mul, coeff_C_mul, Finset.sum_add_distrib]
```

## One energy series above a simple level

The overlap argument is stated for two eigenpairs $(E,\psi)$ and $(F,\varphi)$ of a single system. In the proof, `key` is the symmetry calculation, `zeroth` places the zeroth-order states in the eigenspace of `H0`, and `hc` supplies the factor $c$. The nonzero overlap is `hne`, and `mul_right_cancel₀` cancels it.

```lean
/-- For symmetric `H0` and `H1`, two formal eigenpairs that start from the same simple level
of `H0` have the same energy series. -/
theorem energy_unique {H0 H1 : Matrix m m ℝ} (h0 : H0.IsSymm) (h1 : H1.IsSymm)
    {E F : ℝ⟦X⟧} {ψ φ : m → ℝ⟦X⟧} (hψ : IsFormalEigenpair H0 H1 E ψ)
    (hφ : IsFormalEigenpair H0 H1 F φ) (hEF : constantCoeff F = constantCoeff E)
    (hs : IsSimpleLevel H0 (constantCoeff E)) : E = F := by
  have hT : (hamiltonian H0 H1)ᵀ = hamiltonian H0 H1 := by
    apply Matrix.ext
    intro i j
    simp only [Matrix.transpose_apply, hamiltonian, Matrix.of_apply, h0.apply i j, h1.apply i j]
  -- symmetry of the Hamiltonian, used between the two states
  have key : E * (ψ ⬝ᵥ φ) = F * (ψ ⬝ᵥ φ) := by
    calc E * (ψ ⬝ᵥ φ) = (E • ψ) ⬝ᵥ φ := by rw [smul_dotProduct, smul_eq_mul]
      _ = (hamiltonian H0 H1 *ᵥ ψ) ⬝ᵥ φ := by rw [hψ.eigen]
      _ = ψ ⬝ᵥ (hamiltonian H0 H1 *ᵥ φ) := by
        rw [Matrix.dotProduct_mulVec, ← Matrix.mulVec_transpose, hT]
      _ = F * (ψ ⬝ᵥ φ) := by rw [hφ.eigen, dotProduct_smul, smul_eq_mul]
  -- the zeroth-order states lie in the eigenspace of `H0`
  have zeroth : ∀ {G : ℝ⟦X⟧} {χ : m → ℝ⟦X⟧}, IsFormalEigenpair H0 H1 G χ →
      (fun i => constantCoeff (χ i)) ∈
        Module.End.eigenspace (Matrix.mulVecLin H0) (constantCoeff G) := by
    intro G χ h
    rw [Module.End.mem_eigenspace_iff, Matrix.mulVecLin_apply]
    funext i
    have := congrArg constantCoeff (congrFun h.eigen i)
    simpa [hamiltonian, Matrix.mulVec, dotProduct] using this
  have hφ0 := zeroth hφ
  rw [hEF] at hφ0
  obtain ⟨c, hc⟩ := (finrank_eq_one_iff_of_nonzero'
    (⟨_, zeroth hψ⟩ : Module.End.eigenspace (Matrix.mulVecLin H0) (constantCoeff E))
    (fun h => hψ.nonzero (congrArg Subtype.val h))).mp hs ⟨_, hφ0⟩
  have hc' : c • (fun i => constantCoeff (ψ i)) = fun i => constantCoeff (φ i) :=
    congrArg Subtype.val hc
  have hc0 : c ≠ 0 := by
    rintro rfl
    exact hφ.nonzero (by rw [← hc', zero_smul])
  -- hence their overlap does not vanish
  have hne : ψ ⬝ᵥ φ ≠ 0 := by
    intro h
    have h2 : (fun i => constantCoeff (ψ i)) ⬝ᵥ (fun i => constantCoeff (φ i)) = 0 := by
      have := congrArg constantCoeff h
      simpa only [dotProduct, map_sum, map_mul, map_zero] using this
    rw [← hc', dotProduct_smul, smul_eq_mul] at h2
    exact hψ.nonzero (dotProduct_self_eq_zero.mp ((mul_eq_zero.mp h2).resolve_left hc0))
  exact mul_right_cancel₀ hne key
```

## The product state as an eigenstate

The next lemma is the action of $H$ on a product. The identity matrices become Kronecker deltas, which collapse one of the two sums in each term.

```lean
variable [DecidableEq m] [DecidableEq n]

/-- On a product state, each term of the Kronecker sum acts on its own fragment. -/
theorem kronSum_mulVec_product {R : Type*} [CommRing R] (A : Matrix m m R) (B : Matrix n n R)
    (ψ : m → R) (φ : n → R) (i : m) (j : n) :
    (kronSum A B *ᵥ productState ψ φ) (i, j) = (A *ᵥ ψ) i * φ j + ψ i * (B *ᵥ φ) j := by
  simp only [kronSum, productState, Matrix.mulVec, dotProduct, Matrix.add_apply,
    Matrix.kroneckerMap_apply, Fintype.sum_prod_type, add_mul, Finset.sum_add_distrib,
    Matrix.one_apply]
  congr 1
  · rw [Finset.sum_mul]
    refine Finset.sum_congr rfl fun k _ => ?_
    simp only [mul_ite, mul_one, mul_zero, ite_mul, zero_mul, Finset.sum_ite_eq,
      Finset.mem_univ, if_true]
    ring
  · rw [Finset.sum_comm, Finset.mul_sum]
    refine Finset.sum_congr rfl fun l _ => ?_
    simp only [ite_mul, one_mul, zero_mul, Finset.sum_ite_eq, Finset.mem_univ, if_true]
    ring
```

Here `hK` shows entry by entry that the Kronecker sum can be taken before or after combining $H_0$ with $xH_1$. The two remaining parts are the eigenvalue equation and the nonzero zeroth-order product.

```lean
/-- The product of two fragment eigenstates is a formal eigenstate of the supermolecule, and
its energy series is the sum of the fragment series. -/
theorem product_eigenpair {A0 A1 : Matrix m m ℝ} {B0 B1 : Matrix n n ℝ} {EA EB : ℝ⟦X⟧}
    {ψ : m → ℝ⟦X⟧} {φ : n → ℝ⟦X⟧} (hA : IsFormalEigenpair A0 A1 EA ψ)
    (hB : IsFormalEigenpair B0 B1 EB φ) :
    IsFormalEigenpair (kronSum A0 B0) (kronSum A1 B1) (EA + EB) (productState ψ φ) := by
  have hK : hamiltonian (kronSum A0 B0) (kronSum A1 B1)
      = kronSum (hamiltonian A0 A1) (hamiltonian B0 B1) := by
    apply Matrix.ext
    rintro ⟨i, j⟩ ⟨k, l⟩
    simp only [hamiltonian, kronSum, Matrix.of_apply, Matrix.add_apply,
      Matrix.kroneckerMap_apply, Matrix.one_apply, map_add, map_mul]
    split_ifs <;> simp only [map_one, map_zero] <;> ring
  constructor
  · rw [hK]
    funext ⟨i, j⟩
    rw [kronSum_mulVec_product, hA.eigen, hB.eigen]
    simp only [Pi.smul_apply, smul_eq_mul, productState]
    ring
  · obtain ⟨i, hi⟩ := Function.ne_iff.mp hA.nonzero
    obtain ⟨j, hj⟩ := Function.ne_iff.mp hB.nonzero
    intro h
    have h2 := congrFun h (i, j)
    simp only [productState, map_mul, Pi.zero_apply] at h2
    exact (mul_ne_zero hi hj) h2
```

## Additivity at order k

The hypothesis `hs` is simplicity of the combined level, and `hE` says that the series of the pair starts there. The fragment eigenpairs are assumed, while `product_eigenpair` guarantees that the pair has at least one. The proof checks that the Kronecker sums are symmetric, applies `energy_unique` to $\Psi$ and the product state, and reads off coefficient `k`.

```lean
/-- Size consistency: for symmetric fragments whose zeroth-order energies add up to a simple
level of the unperturbed supermolecule, the supermolecular energy series starting at that
level is, at every order, the sum of the fragment energies. -/
theorem size_consistency {A0 A1 : Matrix m m ℝ} {B0 B1 : Matrix n n ℝ}
    (hA0 : A0.IsSymm) (hA1 : A1.IsSymm) (hB0 : B0.IsSymm) (hB1 : B1.IsSymm)
    {EA EB E : ℝ⟦X⟧} {ψ : m → ℝ⟦X⟧} {φ : n → ℝ⟦X⟧} {Ψ : m × n → ℝ⟦X⟧}
    (hA : IsFormalEigenpair A0 A1 EA ψ) (hB : IsFormalEigenpair B0 B1 EB φ)
    (hs : IsSimpleLevel (kronSum A0 B0) (constantCoeff EA + constantCoeff EB))
    (hAB : IsFormalEigenpair (kronSum A0 B0) (kronSum A1 B1) E Ψ)
    (hE : constantCoeff E = constantCoeff EA + constantCoeff EB) (k : ℕ) :
    coeff k E = coeff k EA + coeff k EB := by
  have symm : ∀ {A : Matrix m m ℝ} {B : Matrix n n ℝ}, A.IsSymm → B.IsSymm →
      (kronSum A B).IsSymm := by
    intro A B h h'
    unfold Matrix.IsSymm kronSum
    rw [Matrix.transpose_add, ← Matrix.kroneckerMap_transpose, ← Matrix.kroneckerMap_transpose,
      Matrix.transpose_one, Matrix.transpose_one, h.eq, h'.eq]
  rw [← hE] at hs
  rw [energy_unique (symm hA0 hB0) (symm hA1 hB1) hAB (product_eigenpair hA hB)
    (by rw [map_add, hE]) hs, map_add]
```

For non-interacting fragments with finitely many basis states and a simple combined level, this is the size consistency expected of Rayleigh–Schrödinger perturbation energies when the partitioning into $H_0$ and $H_1$ is itself additive.

## A degenerate level that breaks additivity

A doubly degenerate fragment is split by $\pm x$ and placed next to an inert one-level fragment. Choosing the branch $x$ for the fragment and $-x$ for the pair makes the first-order coefficients differ. The branch $-x$ of the pair comes from `product_eigenpair`, applied to the fragment's other branch $-x$. It is the sum for that branch, so what fails is the matching of branches: the starting energy alone does not fix which fragment series belong to the pair series.

```lean
/-- Additivity can fail at a degenerate level: a doubly degenerate fragment split by `±x`, next to
an inert one-level fragment, has a supermolecular series `-x` that starts at the sum of the
zeroth-order energies but differs at first order from the sum of the fragment series `x` and `0`. -/
theorem degenerate_counterexample :
    IsFormalEigenpair 0 !![1, 0; 0, -1] X ![1, 0] ∧
    IsFormalEigenpair (0 : Matrix (Fin 1) (Fin 1) ℝ) 0 0 ![1] ∧
    IsFormalEigenpair (kronSum 0 (0 : Matrix (Fin 1) (Fin 1) ℝ))
      (kronSum !![1, 0; 0, -1] 0) (-X) (productState ![0, 1] ![1]) ∧
    constantCoeff (-X : ℝ⟦X⟧) = constantCoeff (X : ℝ⟦X⟧) + constantCoeff (0 : ℝ⟦X⟧) ∧
    coeff 1 (-X : ℝ⟦X⟧) ≠ coeff 1 (X : ℝ⟦X⟧) + coeff 1 (0 : ℝ⟦X⟧) := by
  have hB : IsFormalEigenpair (0 : Matrix (Fin 1) (Fin 1) ℝ) 0 0 ![1] := by
    constructor
    · funext i
      fin_cases i
      simp [hamiltonian, Matrix.mulVec, dotProduct]
    · intro h
      simpa using congrFun h 0
  have hA : IsFormalEigenpair 0 !![1, 0; 0, -1] (-X) ![0, 1] := by
    constructor
    · funext i
      fin_cases i <;> simp [hamiltonian, Matrix.mulVec, dotProduct, Fin.sum_univ_two]
    · intro h
      simpa using congrFun h 1
  refine ⟨⟨?_, ?_⟩, hB, ?_, by simp, ?_⟩
  · funext i
    fin_cases i <;> simp [hamiltonian, Matrix.mulVec, dotProduct, Fin.sum_univ_two]
  · intro h
    simpa using congrFun h 0
  · have h := product_eigenpair hA hB
    rwa [add_zero] at h
  · rw [map_neg, map_zero, coeff_one_X]
    norm_num
```

## The two-level pair satisfies the hypotheses

The amplitude $t$ of the opening example is built by the recursion $t^{(0)}=0$ and $t^{(k+1)}=-\delta_{k0}+\sum_{i=0}^{k}t^{(i)}t^{(k-i)}$.

```lean
/-- Coefficients of the amplitude `t` in the lower eigenstate `(1, t)` of a two-level system with
unit gap and off-diagonal coupling `x`, computed order by order. -/
def amplitudeCoeff : ℕ → ℝ
  | 0 => 0
  | k + 1 => (if k = 0 then -1 else 0) +
      ∑ i : Fin (k + 1), amplitudeCoeff i * amplitudeCoeff (k - i)

/-- The amplitude `t` in the lower eigenstate `(1, t)` of the two-level system, as a formal series.
-/
def amplitude : ℝ⟦X⟧ := PowerSeries.mk amplitudeCoeff
```

Comparing coefficients turns the recursion into the quadratic equation.

```lean
/-- The amplitude `t` solves the quadratic equation `x + t = x t²`. -/
theorem amplitude_equation : X + amplitude = X * (amplitude * amplitude) := by
  apply PowerSeries.ext
  intro k
  cases k with
  | zero => simp [amplitude, amplitudeCoeff]
  | succ k =>
    rw [map_add, coeff_succ_X_mul, coeff_mul, Finset.Nat.sum_antidiagonal_eq_sum_range_succ
      (fun i j => coeff i amplitude * coeff j amplitude), Finset.sum_range]
    simp only [amplitude, coeff_mk]
    rw [amplitudeCoeff, coeff_X]
    have hk : k + 1 = 1 ↔ k = 0 := by omega
    simp only [hk]
    split_ifs <;> ring
```

That equation is the second row of the eigenvalue problem. The unperturbed pair has levels $0,1,1,2$, so a vector in the eigenspace of $0$ has only its $00$ component; this proves simplicity. The second-order energy of each copy is $t^{(1)}=-1$.

```lean
/-- Two copies of the two-level system with unit gap and off-diagonal coupling `x` meet the
symmetry, fragment-eigenpair and simplicity hypotheses of `size_consistency`; the second-order
energy of each copy is `-1`. -/
theorem size_consistency_witness :
    (!![0, 0; 0, 1] : Matrix (Fin 2) (Fin 2) ℝ).IsSymm ∧
    (!![0, 1; 1, 0] : Matrix (Fin 2) (Fin 2) ℝ).IsSymm ∧
    IsFormalEigenpair !![0, 0; 0, 1] !![0, 1; 1, 0] (X * amplitude) ![1, amplitude] ∧
    IsSimpleLevel (kronSum !![0, 0; 0, 1] !![0, 0; 0, 1])
      (constantCoeff (X * amplitude) + constantCoeff (X * amplitude)) ∧
    coeff 2 (X * amplitude) = -1 := by
  refine ⟨?_, ?_, ⟨?_, ?_⟩, ?_, ?_⟩
  · apply Matrix.ext
    intro i j
    fin_cases i <;> fin_cases j <;> simp
  · apply Matrix.ext
    intro i j
    fin_cases i <;> fin_cases j <;> simp
  · funext i
    fin_cases i
    · simp [hamiltonian, Matrix.mulVec, dotProduct, Fin.sum_univ_two]
    · simpa [hamiltonian, Matrix.mulVec, dotProduct, Fin.sum_univ_two, mul_assoc]
        using amplitude_equation
  · intro h
    simpa using congrFun h 0
  · have hz : constantCoeff (X * amplitude) + constantCoeff (X * amplitude) = 0 := by simp
    rw [hz]
    unfold IsSimpleLevel
    have mem : ∀ w : Fin 2 × Fin 2 → ℝ, w ∈ Module.End.eigenspace
        (Matrix.mulVecLin (kronSum !![0, 0; 0, 1] !![0, 0; 0, 1])) (0 : ℝ) ↔
        kronSum !![0, 0; 0, 1] !![0, 0; 0, 1] *ᵥ w = 0 := by
      intro w
      rw [Module.End.mem_eigenspace_iff, Matrix.mulVecLin_apply, zero_smul]
    -- the product of the two lower states spans the eigenspace
    have hu : kronSum !![0, 0; 0, 1] !![0, 0; 0, 1] *ᵥ
        productState ![(1 : ℝ), 0] ![(1 : ℝ), 0] = 0 := by
      funext ⟨i, j⟩
      rw [kronSum_mulVec_product]
      fin_cases i <;> fin_cases j <;> simp [Matrix.mulVec, dotProduct, Fin.sum_univ_two]
    refine (finrank_eq_one_iff_of_nonzero' ⟨_, (mem _).2 hu⟩ ?_).2 ?_
    · intro h
      have h2 := congrFun (congrArg Subtype.val h) (0, 0)
      simp [productState] at h2
    · rintro ⟨w, hw⟩
      have hw' := (mem w).1 hw
      have h01 := congrFun hw' (0, 1)
      have h10 := congrFun hw' (1, 0)
      have h11 := congrFun hw' (1, 1)
      simp [kronSum, Matrix.mulVec, dotProduct, Fintype.sum_prod_type, Fin.sum_univ_two,
        Matrix.one_apply] at h01 h10 h11
      refine ⟨w (0, 0), Subtype.ext (funext ?_)⟩
      rintro ⟨i, j⟩
      fin_cases i <;> fin_cases j <;> simp [productState, h01, h10, h11]
  · have h1 : amplitudeCoeff (0 + 1) = -1 := by
      rw [amplitudeCoeff]
      simp [amplitudeCoeff]
    exact (coeff_succ_X_mul 1 amplitude).trans ((coeff_mk _ _).trans h1)

end

end SizeConsistency
```

```lean
#print axioms SizeConsistency.rayleigh_schroedinger
-- 'SizeConsistency.rayleigh_schroedinger' depends on axioms: [propext, Classical.choice, Quot.sound]
#print axioms SizeConsistency.size_consistency
-- 'SizeConsistency.size_consistency' depends on axioms: [propext, Classical.choice, Quot.sound]
#print axioms SizeConsistency.degenerate_counterexample
-- 'SizeConsistency.degenerate_counterexample' depends on axioms: [propext, Classical.choice, Quot.sound]
```
